# Relative to all pairings of n two-legged vertices, the size of the k-th inclusion-exclusion term for self-contractions tends to (1/2)^k/k!

Contracting the 2n legs of n two-legged vertices in pairs can be done in (2n−1)!! ways. Choosing k vertices whose own two legs are joined, and pairing the other legs freely, gives the unsigned inclusion-exclusion term C(n,k)(2n−2k−1)!!. The theorem `tendsto_weight` says that this term divided by (2n−1)!! tends to (1/2)^k/k! as n grows with k fixed; it concerns these counts only, with no propagators or interaction strengths. The attempt goes by induction on k, using `weight_succ` for the ratio of successive terms and showing that this ratio tends to 1/(2(k+1)).

Lean 4 with Mathlib refuses this proof:

```lean
import Mathlib

open Finset Filter Topology

namespace TendstoWeight

/-- The odd double factorial `(2m-1)!! = 1 · 3 ⋯ (2m-1)`, equal to `1` for `m = 0`. -/
def oddFact (m : ℕ) : ℕ := ∏ j ∈ range m, (2 * j + 1)

/-- The size of the `k`-th inclusion-exclusion term, `C(n,k) (2n-2k-1)!! / (2n-1)!!`, for
`k ≤ n`; it vanishes for `k > n`. -/
noncomputable def weight (n k : ℕ) : ℝ := n.choose k * oddFact (n - k) / oddFact n

/-- The ratio `weight n (k+1)` follows from `weight n k` by the factor `(n-k) / ((k+1)(2(n-k)-1))`.
-/
theorem weight_succ (n k : ℕ) : weight n (k + 1)
    = weight n k * (((n : ℝ) - k) / ((k + 1) * (2 * ((n : ℝ) - k) - 1))) := by
  rcases lt_trichotomy k n with h | rfl | h
  · obtain ⟨m, rfl⟩ := Nat.exists_eq_add_of_lt h
    have hc : ((k + m + 1).choose (k + 1) : ℝ) * (k + 1) = (k + m + 1).choose k * (m + 1) := by
      have := Nat.choose_succ_right_eq (k + m + 1) k
      rw [show k + m + 1 - k = m + 1 by omega] at this
      exact_mod_cast this
    have ho : (oddFact (m + 1) : ℝ) = oddFact m * (2 * m + 1) := by
      simp [oddFact, prod_range_succ]
    have hk : (k : ℝ) + 1 ≠ 0 := by positivity
    have hm : 2 * (m : ℝ) + 1 ≠ 0 := by positivity
    have hc' : ((k + m + 1).choose (k + 1) : ℝ)
        = (k + m + 1).choose k * (m + 1) / (k + 1) := by rw [eq_div_iff hk, hc]
    rw [weight, weight, show k + m + 1 - (k + 1) = m by omega,
      show k + m + 1 - k = m + 1 by omega, ho, hc',
      show ((k + m + 1 : ℕ) : ℝ) - k = m + 1 by push_cast; ring,
      show 2 * ((m : ℝ) + 1) - 1 = 2 * m + 1 by ring]
    field_simp
  · simp [weight]
  · simp [weight, Nat.choose_eq_zero_of_lt h, Nat.choose_eq_zero_of_lt (Nat.lt_succ_of_lt h)]

/-- As the number `n` of vertices grows, the size of the `k`-th inclusion-exclusion term, divided by
the number `(2n-1)!!` of all contractions, tends to `(1/2)^k / k!`. -/
theorem tendsto_weight (k : ℕ) :
    Tendsto (fun n => weight n k) atTop (𝓝 ((1 / 2) ^ k / k.factorial)) := by
  induction k with
  | zero =>
    have h : ∀ n, weight n 0 = 1 := fun n => by
      have : (oddFact n : ℝ) ≠ 0 := by
        exact_mod_cast (prod_pos fun j _ => Nat.succ_pos (2 * j)).ne'
      simp [weight, this]
    simp [h]
  | succ k ih =>
    have ha : Tendsto (fun n : ℕ => (n : ℝ) * 2 + -(2 * k + 1)) atTop atTop :=
      tendsto_atTop_add_const_right _ _
        (tendsto_natCast_atTop_atTop.atTop_mul_const (by norm_num))
    have hl := ((tendsto_inv_atTop_zero.comp ha).const_add 1).const_mul (1 / (2 * ((k : ℝ) + 1)))
    have hr : Tendsto (fun n : ℕ => ((n : ℝ) - k) / ((k + 1) * (2 * ((n : ℝ) - k) - 1))) atTop
        (𝓝 (1 / (2 * ((k : ℝ) + 1)) * (1 + 0))) := by
      refine hl.congr' ?_
      filter_upwards [ha.eventually_gt_atTop 0] with n hn
      have hk : (k : ℝ) + 1 ≠ 0 := by positivity
      have e : 2 * ((n : ℝ) - k) - 1 = (n : ℝ) * 2 + -(2 * k + 1) := by ring
      have hn' := hn.ne'
      rw [e, Function.comp_apply, eq_div_iff (mul_ne_zero hk hn')]
      calc _ = ((k : ℝ) + 1) / (k + 1) * (((n : ℝ) * 2 + -(2 * k + 1))
            + ((n : ℝ) * 2 + -(2 * k + 1))⁻¹ * ((n : ℝ) * 2 + -(2 * k + 1))) / 2 := by
            field_simp
        _ = _ := by rw [div_self hk, inv_mul_cancel₀ hn']; ring
    simp only [weight_succ]
    convert ih.mul hr using 2
    rw [Nat.factorial_succ]
    push_cast
    field_simp
    ring

end TendstoWeight
```

Compiling this gives:

```
Main.lean:63:84: error: unsolved goals
k : ℕ
ih : Tendsto (fun n => weight n k) atTop (𝓝 ((1 / 2) ^ k / ↑k.factorial))
ha : Tendsto (fun n => ↑n * 2 + -(2 * ↑k + 1)) atTop atTop
hl :
  Tendsto (fun x => 1 / (2 * (↑k + 1)) * (1 + ((fun r => r⁻¹) ∘ fun n => ↑n * 2 + -(2 * ↑k + 1)) x)) atTop
    (𝓝 (1 / (2 * (↑k + 1)) * (1 + 0)))
n : ℕ
hn : 0 < ↑n * 2 + -(2 * ↑k + 1)
hk : ↑k + 1 ≠ 0
e : 2 * (↑n - ↑k) - 1 = ↑n * 2 + -(2 * ↑k + 1)
hn' : ↑n * 2 + -(2 * ↑k + 1) ≠ 0
⊢ (2 * ↑n + -(2 * ↑k + 1)) * (1 + 1 / (2 * ↑n + -(2 * ↑k + 1))) =
    (2 * ↑n + -(2 * ↑k + 1)) * (2 * ↑n + -(2 * ↑k + 1) + 1) / (2 * ↑n + -(2 * ↑k + 1))
```

This version goes through:

```diff
@@ -51,4 +51,9 @@
       tendsto_atTop_add_const_right _ _
         (tendsto_natCast_atTop_atTop.atTop_mul_const (by norm_num))
+    have gen : ∀ K D : ℝ, K ≠ 0 → D ≠ 0 →
+        1 / (2 * K) * (1 + D⁻¹) = (D + 1) / 2 / (K * D) := by
+      intro K D hK hD
+      rw [eq_div_iff (mul_ne_zero hK hD)]
+      linear_combination (D + D * D⁻¹) / 2 * mul_inv_cancel₀ hK + 1 / 2 * mul_inv_cancel₀ hD
     have hl := ((tendsto_inv_atTop_zero.comp ha).const_add 1).const_mul (1 / (2 * ((k : ℝ) + 1)))
     have hr : Tendsto (fun n : ℕ => ((n : ℝ) - k) / ((k + 1) * (2 * ((n : ℝ) - k) - 1))) atTop
@@ -58,10 +63,8 @@
       have hk : (k : ℝ) + 1 ≠ 0 := by positivity
       have e : 2 * ((n : ℝ) - k) - 1 = (n : ℝ) * 2 + -(2 * k + 1) := by ring
-      have hn' := hn.ne'
-      rw [e, Function.comp_apply, eq_div_iff (mul_ne_zero hk hn')]
-      calc _ = ((k : ℝ) + 1) / (k + 1) * (((n : ℝ) * 2 + -(2 * k + 1))
-            + ((n : ℝ) * 2 + -(2 * k + 1))⁻¹ * ((n : ℝ) * 2 + -(2 * k + 1))) / 2 := by
-            field_simp
-        _ = _ := by rw [div_self hk, inv_mul_cancel₀ hn']; ring
+      rw [e]
+      refine (gen _ _ hk hn.ne').trans ?_
+      congr 1
+      ring
     simp only [weight_succ]
     convert ih.mul hr using 2
```

Cause. The error is in the first step of the `calc` block, where `field_simp` leaves a goal unsolved. The denominator appears in `hn'` as `↑n * 2 + -(2 * ↑k + 1)`, but `field_simp` has rewritten it as `2 * ↑n + -(2 * ↑k + 1)`. The hypothesis that it is nonzero no longer matches in form, so the denominator is not cancelled and the two sides remain different expressions.

The repair proves the identity first as `gen`, for arbitrary nonzero reals `K` and `D`. There `eq_div_iff` clears the right-hand denominator, and `linear_combination` finishes with the two facts `mul_inv_cancel₀ hK` and `mul_inv_cancel₀ hD`, so `field_simp` is not needed. In the main proof, `rw [e]` puts the denominator in the form that `hn` speaks of, and `gen` is applied with `hk` and `hn.ne'`. What remains is an equality of two fractions with the same denominator; `congr 1` reduces it to their numerators, which `ring` proves equal.
